# For t ≥ 0, the error recursion e ↦ 4e² + t started at zero stays bounded exactly when t ≤ 1/16

Some linear-scaling electronic-structure codes purify an approximate density matrix towards idempotency and discard small matrix elements to keep it sparse. McWeeny purification contracts a small idempotency error quadratically, while each truncation can put some error back. How much truncation per step can the contraction absorb?

Take the scalar worst-case model
$$e_{n+1}=4e_n^2+t,$$
where $e_n$ is the error after $n$ steps and $t$ the error added by each truncation. The factor 4 sets how strongly a step contracts the error: a larger factor means a weaker contraction. In a McWeeny step $x\mapsto 3x^2-2x^3$ on an occupation $x\in[0,1]$, the defect $y=x-x^2$ becomes $y^2(3+4y)\le 4y^2$. Both this factor and the constant additive $t$ are assumed here, not derived from matrices. Divergence therefore means that the worst-case estimate is lost, not that an actual calculation must fail.

```lean
import Mathlib

open Filter Topology

namespace PurificationErrorThreshold

noncomputable section
```

In Lean, `purifyError t e₀ n` is $e_n$, a real number, for the starting error $e_0$.

```lean
/-- The error after `n` purification steps, started at `e₀`: each step replaces the error `e`
by `4 e ^ 2` and adds a truncation error `t`. -/
def purifyError (t e₀ : ℝ) : ℕ → ℝ
  | 0 => e₀
  | n + 1 => 4 * (purifyError t e₀ n) ^ 2 + t
```

For $t\le 1/16$ the map has two fixed points, which coincide at $t=1/16$. The lower one is the floor $a=(1-\sqrt{1-16t})/8$.

```lean
/-- The error floor, `(1 - √(1 - 16 t)) / 8`. -/
def errorFloor (t : ℝ) : ℝ := (1 - √(1 - 16 * t)) / 8
```

The upper one is the barrier $b=(1+\sqrt{1-16t})/8$.

```lean
/-- The error barrier, `(1 + √(1 - 16 t)) / 8`. -/
def errorBarrier (t : ℝ) : ℝ := (1 + √(1 - 16 * t)) / 8
```

## (a) The change in one step

**Factor $4e^2+t-e$ for $t\le 1/16$.** Since $a+b=1/4$ and $ab=t/4$,
$$4(e-a)(e-b)=4e^2-e+t.$$
The hypothesis on $t$ makes the square root square back to $1-16t$, which is the only fact the Lean proof feeds into the algebra.

```lean
/-- For truncation `t ≤ 1/16`, the change of the error in one step is four times the product of its
signed distances to the floor and to the barrier. -/
theorem step_change {t : ℝ} (ht : t ≤ 1 / 16) (e : ℝ) :
    4 * e ^ 2 + t - e = 4 * (e - errorFloor t) * (e - errorBarrier t) := by
  have h := Real.sq_sqrt (show 0 ≤ 1 - 16 * t by linarith)
  unfold errorFloor errorBarrier
  linear_combination h / 16
```

## (b) Limits are fixed points

**Show that if $e_n\to L$, then $4L^2+t=L$.** The shifted sequence $e_{n+1}$ also tends to $L$. By continuity it tends to $4L^2+t$, and limits are unique.

```lean
/-- If the error converges, its limit is reproduced by a further purification step. -/
theorem limit_is_fixed {t e₀ L : ℝ} (h : Tendsto (purifyError t e₀) atTop (𝓝 L)) :
    4 * L ^ 2 + t = L := by
  have h1 : Tendsto (fun n => purifyError t e₀ (n + 1)) atTop (𝓝 L) :=
    h.comp (tendsto_add_atTop_nat 1)
  have h2 : Tendsto (fun n => purifyError t e₀ (n + 1)) atTop (𝓝 (4 * L ^ 2 + t)) := by
    simp only [purifyError]
    exact ((h.pow 2).const_mul 4).add_const t
  exact tendsto_nhds_unique h2 h1
```

## (c) A fixed gain forces divergence

**Show that $e_{n+1}\ge e_n+\delta$ with $\delta>0$ implies $e_n\to\infty$.** By induction $e_n\ge e_0+n\delta$, and the right side tends to infinity.

```lean
/-- A sequence that gains at least a fixed positive amount in every step tends to infinity. -/
theorem diverges_of_gain {e : ℕ → ℝ} {δ : ℝ} (hδ : 0 < δ)
    (h : ∀ n, e n + δ ≤ e (n + 1)) : Tendsto e atTop atTop := by
  have hb : ∀ n : ℕ, e 0 + (n : ℝ) * δ ≤ e n := by
    intro n
    induction n with
    | zero => simp
    | succ n ih =>
      push_cast
      linarith [h n]
  exact tendsto_atTop_mono hb
    (tendsto_atTop_add_const_left _ _ (tendsto_natCast_atTop_atTop.atTop_mul_const hδ))
```

## (d) Below the barrier

**Let $0\le t\le 1/16$ and $0\le e_0<b$. Show that $e_n\to a$.** Here $a\ge 0$.

If $e_0\le a$, then $0\le e_n\le a$ persists, because $4e_n^2+t\le 4a^2+t=a$. By (a) the change is non-negative, so the sequence increases to a limit $L\le a$.

If $a\le e_0<b$, the change is non-positive and the sequence stays above $a$, so it decreases to a limit $L\le e_0<b$.

By (a) and (b), $L$ is $a$ or $b$, and either bound on $L$ leaves only $a$. This last step is `key` in the code; `inv` holds the invariant interval in each case.

```lean
/-- For `0 ≤ t ≤ 1/16`, every non-negative initial error below the barrier is driven to the
error floor. -/
theorem converges_below_barrier {t e₀ : ℝ} (ht0 : 0 ≤ t) (ht : t ≤ 1 / 16)
    (h0 : 0 ≤ e₀) (hb : e₀ < errorBarrier t) :
    Tendsto (purifyError t e₀) atTop (𝓝 (errorFloor t)) := by
  have ha0 : 0 ≤ errorFloor t := by
    have : √(1 - 16 * t) ≤ 1 := Real.sqrt_le_iff.mpr ⟨by norm_num, by linarith⟩
    unfold errorFloor
    linarith
  have hab : errorFloor t ≤ errorBarrier t := by
    have := Real.sqrt_nonneg (1 - 16 * t)
    unfold errorFloor errorBarrier
    linarith
  have hfix : 4 * errorFloor t ^ 2 + t = errorFloor t := by
    linear_combination step_change ht (errorFloor t)
  -- a limit that is not above the floor, or is below the barrier, is the floor
  have key : ∀ L, Tendsto (purifyError t e₀) atTop (𝓝 L) →
      (L ≤ errorFloor t ∨ L < errorBarrier t) → L = errorFloor t := by
    intro L hL hor
    have h : (L - errorFloor t) * (L - errorBarrier t) = 0 := by
      linear_combination (1 / 4) * limit_is_fixed hL - (1 / 4) * step_change ht L
    rcases mul_eq_zero.mp h with h | h
    · linarith
    · rcases hor with h' | h' <;> linarith
  rcases le_total e₀ (errorFloor t) with hc | hc
  · -- from below the floor the error increases
    have inv : ∀ n, 0 ≤ purifyError t e₀ n ∧ purifyError t e₀ n ≤ errorFloor t := by
      intro n
      induction n with
      | zero => exact ⟨h0, hc⟩
      | succ n ih =>
        have h2 := pow_le_pow_left₀ ih.1 ih.2 2
        simp only [purifyError]
        exact ⟨by positivity, by linarith⟩
    have hm : Monotone (purifyError t e₀) := by
      refine monotone_nat_of_le_succ fun n => ?_
      simp only [purifyError]
      nlinarith [step_change ht (purifyError t e₀ n), mul_nonneg (sub_nonneg.mpr (inv n).2)
        (sub_nonneg.mpr ((inv n).2.trans hab))]
    have hL := tendsto_atTop_ciSup hm
      ⟨errorFloor t, by rintro _ ⟨n, rfl⟩; exact (inv n).2⟩
    have hE := key _ hL (Or.inl (le_of_tendsto' hL fun n => (inv n).2))
    rwa [hE] at hL
  · -- between floor and barrier the error decreases
    have drop : ∀ e, errorFloor t ≤ e → e ≤ e₀ → 4 * e ^ 2 + t ≤ e := by
      intro e h1 h2
      nlinarith [step_change ht e, mul_nonneg (sub_nonneg.mpr h1)
        (sub_nonneg.mpr (h2.trans hb.le))]
    have inv : ∀ n, errorFloor t ≤ purifyError t e₀ n ∧ purifyError t e₀ n ≤ e₀ := by
      intro n
      induction n with
      | zero => exact ⟨hc, le_refl _⟩
      | succ n ih =>
        have h2 := pow_le_pow_left₀ ha0 ih.1 2
        simp only [purifyError]
        exact ⟨by linarith, (drop _ ih.1 ih.2).trans ih.2⟩
    have hm : Antitone (purifyError t e₀) :=
      antitone_nat_of_succ_le fun n => drop _ (inv n).1 (inv n).2
    have hL := tendsto_atTop_ciInf hm
      ⟨errorFloor t, by rintro _ ⟨n, rfl⟩; exact (inv n).1⟩
    have hE := key _ hL (Or.inr ((le_of_tendsto' hL fun n => (inv n).2).trans_lt hb))
    rwa [hE] at hL
```

## (e) Above the barrier

**Let $t\le 1/16$ and $e_0>b$. Show that $e_n\to\infty$.** For any $e\ge e_0$, part (a) and $a\le b$ give a gain
$$4(e-a)(e-b)\ge 4(e_0-b)^2>0.$$
So the error never falls below $e_0$, and (c) applies.

```lean
/-- For `t ≤ 1/16`, an initial error above the barrier grows without bound. -/
theorem diverges_above_barrier {t e₀ : ℝ} (ht : t ≤ 1 / 16) (hb : errorBarrier t < e₀) :
    Tendsto (purifyError t e₀) atTop atTop := by
  have hab : errorFloor t ≤ errorBarrier t := by
    have := Real.sqrt_nonneg (1 - 16 * t)
    unfold errorFloor errorBarrier
    linarith
  have hpos : 0 < (e₀ - errorBarrier t) * (e₀ - errorBarrier t) :=
    mul_pos (sub_pos.mpr hb) (sub_pos.mpr hb)
  have gain : ∀ e, e₀ ≤ e →
      e + 4 * ((e₀ - errorBarrier t) * (e₀ - errorBarrier t)) ≤ 4 * e ^ 2 + t := by
    intro e he
    have h := mul_le_mul (show e₀ - errorBarrier t ≤ e - errorFloor t by linarith)
      (show e₀ - errorBarrier t ≤ e - errorBarrier t by linarith) (by linarith) (by linarith)
    linarith [step_change ht e]
  have inv : ∀ n, e₀ ≤ purifyError t e₀ n := by
    intro n
    induction n with
    | zero => exact le_refl _
    | succ n ih =>
      simp only [purifyError]
      linarith [gain _ ih]
  exact diverges_of_gain (mul_pos four_pos hpos) fun n => gain _ (inv n)
```

## (f) The threshold

**Let $t\ge 0$ and $e_0=0$. Decide between convergence and divergence.** If $t\le 1/16$, then $0<b$, and (d) gives $e_n\to a$. If $t>1/16$, completing the square gives
$$4e^2+t-e=4\left(e-\tfrac18\right)^2+t-\tfrac1{16}\ge t-\tfrac1{16}>0,$$
and (c) applies. In the statement, `𝓝` marks convergence to a number, and the second `atTop` in the other clause marks divergence to $+\infty$.

```lean
/-- Started without error, the recursion with truncation `t ≥ 0` converges to
`(1 - √(1 - 16 t)) / 8` if `t ≤ 1/16` and tends to infinity if `t > 1/16`. -/
theorem error_threshold {t : ℝ} (ht0 : 0 ≤ t) :
    (t ≤ 1 / 16 → Tendsto (purifyError t 0) atTop (𝓝 ((1 - √(1 - 16 * t)) / 8))) ∧
    (1 / 16 < t → Tendsto (purifyError t 0) atTop atTop) := by
  constructor
  · intro ht
    exact converges_below_barrier ht0 ht le_rfl (by unfold errorBarrier; positivity)
  · intro ht
    -- completing the square: each step gains at least `t - 1/16`
    refine diverges_of_gain (sub_pos.mpr ht) fun n => ?_
    simp only [purifyError]
    nlinarith [sq_nonneg (purifyError t 0 n - 1 / 8)]
```

## (g) Boundedness

**Show that, from $e_0=0$ with $t\ge0$, one bound $B$ serves all steps exactly when $t\le 1/16$.** A convergent sequence is bounded; one that tends to infinity exceeds every $B$.

```lean
/-- Started without error, the error stays bounded over all steps exactly when `t ≤ 1/16`. -/
theorem bounded_iff {t : ℝ} (ht0 : 0 ≤ t) :
    (∃ B, ∀ n, purifyError t 0 n ≤ B) ↔ t ≤ 1 / 16 := by
  constructor
  · rintro ⟨B, hB⟩
    by_contra h
    obtain ⟨n, hn⟩ :=
      (((error_threshold ht0).2 (not_le.mp h)).eventually_gt_atTop B).exists
    linarith [hB n]
  · intro ht
    obtain ⟨B, hB⟩ := ((error_threshold ht0).1 ht).bddAbove_range
    exact ⟨B, fun n => hB ⟨n, rfl⟩⟩
```

## (h) Slow approach at the threshold

**For $t=1/16$ and $e_0=0$, bound the gap $d_n=1/8-e_n$.** Substitution gives $d_{n+1}=d_n-4d_n^2$, and this map is increasing up to $1/8$. The claim is
$$\frac1{8(n+1)}\le d_n\le\frac1{4(n+2)},$$
with equality on both sides at $n=0$. For the induction step, apply the map to both bounds. The lower one exceeds its successor $1/(8(n+2))$ by $n/(16(n+1)^2(n+2))\ge0$. The upper one falls short of $1/(4(n+3))$ by $1/(4(n+2)^2(n+3))>0$. These identities are `i1` and `i2`.

```lean
/-- Started without error and with truncation `t = 1/16`, the distance of the error from `1/8` after
`n` steps lies between `1 / (8 (n + 1))` and `1 / (4 (n + 2))`. -/
theorem critical_slowing (n : ℕ) :
    1 / (8 * ((n : ℝ) + 1)) ≤ 1 / 8 - purifyError (1 / 16) 0 n ∧
    1 / 8 - purifyError (1 / 16) 0 n ≤ 1 / (4 * ((n : ℝ) + 2)) := by
  induction n with
  | zero => norm_num [purifyError]
  | succ n ih =>
    obtain ⟨hl, hu⟩ := ih
    have hn : (0 : ℝ) ≤ n := Nat.cast_nonneg n
    have hw : 1 / (4 * ((n : ℝ) + 2)) ≤ 1 / 8 :=
      one_div_le_one_div_of_le (by norm_num) (by linarith)
    -- the gap map `d ↦ d - 4 d ^ 2` is increasing up to `1/8`
    have mono : ∀ x y : ℝ, x ≤ y → y ≤ 1 / 8 → x - 4 * x ^ 2 ≤ y - 4 * y ^ 2 := by
      intro x y hxy hy
      nlinarith [mul_nonneg (sub_nonneg.mpr hxy) (show 0 ≤ 1 - 4 * (x + y) by linarith)]
    have h1 := mono _ _ hl (hu.trans hw)
    have h2 := mono _ _ hu hw
    have i1 : 1 / (8 * ((n : ℝ) + 1)) - 4 * (1 / (8 * ((n : ℝ) + 1))) ^ 2
        - 1 / (8 * ((n : ℝ) + 1 + 1)) = n / (16 * ((n : ℝ) + 1) ^ 2 * (n + 1 + 1)) := by
      field_simp
      ring
    have i2 : 1 / (4 * ((n : ℝ) + 1 + 2)) - (1 / (4 * ((n : ℝ) + 2))
        - 4 * (1 / (4 * ((n : ℝ) + 2))) ^ 2) = 1 / (4 * ((n : ℝ) + 2) ^ 2 * (n + 1 + 2)) := by
      field_simp
      ring
    have p1 : 0 ≤ (n : ℝ) / (16 * ((n : ℝ) + 1) ^ 2 * (n + 1 + 1)) := by positivity
    have p2 : 0 ≤ 1 / (4 * ((n : ℝ) + 2) ^ 2 * ((n : ℝ) + 1 + 2)) := by positivity
    have hs : 1 / 8 - purifyError (1 / 16) 0 (n + 1) = (1 / 8 - purifyError (1 / 16) 0 n)
        - 4 * (1 / 8 - purifyError (1 / 16) 0 n) ^ 2 := by
      simp only [purifyError]
      ring
    rw [hs]
    push_cast
    exact ⟨by linarith, by linarith⟩

end

end PurificationErrorThreshold
```

```lean
#print axioms PurificationErrorThreshold.diverges_above_barrier
#print axioms PurificationErrorThreshold.bounded_iff
#print axioms PurificationErrorThreshold.critical_slowing
```

```
'PurificationErrorThreshold.diverges_above_barrier' depends on axioms: [propext, Classical.choice, Quot.sound]
'PurificationErrorThreshold.bounded_iff' depends on axioms: [propext, Classical.choice, Quot.sound]
'PurificationErrorThreshold.critical_slowing' depends on axioms: [propext, Classical.choice, Quot.sound]
```

## Other contraction factors

For $e_{n+1}=c\,e_n^2+t$ with $c>0$, the rescaled error $ce_n/4$ obeys the recursion above with $t$ replaced by $ct/4$. By hand, then, the threshold becomes $t=1/(4c)$ and the floor $(1-\sqrt{1-4ct})/(2c)$.
